# Level amplitudes after one action of the untruncated creation operator

The creation operator here is the linear map on finitely supported complex amplitude sequences, indexed by the levels 0, 1, 2, …, that sends level n to √(n+1) times level n + 1. The lemma says that after it acts on any such sequence `f`, the amplitude of level 0 is zero and that of level k + 1 is √(k+1) times the old amplitude `f k`. There is no highest level, though each state occupies only finitely many, and `f` need not be normalised. The attempt proves this by induction on `f`, treating the zero sequence, a sum of two sequences and a single occupied level in turn.

This version doesn't compile in Lean 4 with Mathlib:

```lean
import Mathlib

open Matrix

namespace TruncatedLadderWords

noncomputable section

/-- The untruncated creator, sending level `n` to `√(n+1)` times level `n + 1`. -/
def create : Module.End ℂ (ℕ →₀ ℂ) :=
  Finsupp.linearCombination ℂ
    (fun n : ℕ => Finsupp.single (n + 1) ((Real.sqrt ((n : ℝ) + 1) : ℝ) : ℂ))

/-- After creation the vacuum is empty, and the amplitude of level `k + 1` is `√(k+1)` times
the old amplitude of level `k`. -/
theorem create_apply (f : ℕ →₀ ℂ) :
    create f 0 = 0 ∧
      ∀ k : ℕ, create f (k + 1) = ((Real.sqrt ((k : ℝ) + 1) : ℝ) : ℂ) * f k := by
  induction f using Finsupp.induction_linear with
  | zero => simp
  | add f g hf hg =>
    refine ⟨by rw [map_add, Finsupp.add_apply, hf.1, hg.1, add_zero], fun k => ?_⟩
    rw [map_add, Finsupp.add_apply, hf.2, hg.2, Finsupp.add_apply, mul_add]
  | single n c =>
    refine ⟨by simp [create], fun k => ?_⟩
    by_cases h : n = k
    · subst h
      simp [create, mul_comm]
    · simp [create, Finsupp.single_apply, h]

end

end TruncatedLadderWords
```

The error:

```
Main.lean:23:8: error(lean.synthInstanceFailed): failed to synthesize instance of type class
  AddHomClass (ℕ →₀ ℂ) ℕ ℂ

Hint: Type class instance resolution failures can be inspected with the `set_option trace.Meta.synthInstance true` command.
Main.lean:23:36: error: Tactic `rewrite` failed: Did not find an occurrence of the pattern
  (create f) (?k + 1)
in the target expression
  (create (f + g)) k + (create (f + g)) 1 = ↑√(↑k + 1) * (f k + g k)

case add
f g : ℕ →₀ ℂ
hf : (create f) 0 = 0 ∧ ∀ (k : ℕ), (create f) (k + 1) = ↑√(↑k + 1) * f k
hg : (create g) 0 = 0 ∧ ∀ (k : ℕ), (create g) (k + 1) = ↑√(↑k + 1) * g k
k : ℕ
⊢ (create (f + g)) k + (create (f + g)) 1 = ↑√(↑k + 1) * (f k + g k)
Main.lean:29:20: warning: This simp argument is unused:
  Finsupp.single_apply

Hint: Omit it from the simp argument list.
  [apply] simp [create, h]

Note: This linter can be disabled with `set_option linter.unusedSimpArgs false`
```

What went wrong. Both errors come from the second `rw` in the sum case. Its goal contains `create (f + g) (k + 1)`, which has two additions, one of states and one in the level index. The bare `map_add` matched the outer one, taking the finitely supported function `create (f + g)` as the map and `k + 1` as its argument. That requires such functions to be additive in their index, hence the request for `AddHomClass (ℕ →₀ ℂ) ℕ ℂ`, which Lean cannot find.

The second error follows from the first. The goal now held `(create (f + g)) k + (create (f + g)) 1`, so `hf.2` found no `create f` at a successor level to rewrite.

Writing `map_add create f g` fixes the map and the summands, so the rewrite splits `create (f + g)` into `create f + create g` and the remaining steps apply. The same change in the level-0 part is only for uniformity, as the index there is not a sum and the bare lemma raised no error. Dropping `Finsupp.single_apply` is tidying that answers the linter's warning.

As a diff, the version that Lean accepts:

```diff
@@ -20,6 +20,6 @@
   | zero => simp
   | add f g hf hg =>
-    refine ⟨by rw [map_add, Finsupp.add_apply, hf.1, hg.1, add_zero], fun k => ?_⟩
-    rw [map_add, Finsupp.add_apply, hf.2, hg.2, Finsupp.add_apply, mul_add]
+    refine ⟨by rw [map_add create f g, Finsupp.add_apply, hf.1, hg.1, add_zero], fun k => ?_⟩
+    rw [map_add create f g, Finsupp.add_apply, hf.2, hg.2, Finsupp.add_apply, mul_add]
   | single n c =>
     refine ⟨by simp [create], fun k => ?_⟩
@@ -27,5 +27,5 @@
     · subst h
       simp [create, mul_comm]
-    · simp [create, Finsupp.single_apply, h]
+    · simp [create, h]
 
 end
```
